# An invertible orbital matrix determines the symmetric separable compression of an operator

Let $W$ be a symmetric operator on a real or complex inner-product space, let $\varphi_i$ be finitely many orbitals, and put $M_{ij}=\langle\varphi_i,W\varphi_j\rangle$. A compression of $W$ on these orbitals is a symmetric operator $V$ whose range lies in the span of the $W\varphi_i$ and which satisfies $V\varphi_i=W\varphi_i$ for all $i$; if $M$ is invertible, there is exactly one, namely $V=\sum_{ij}(M^{-1})_{ij}\,W\varphi_i\,\langle W\varphi_j,\cdot\rangle$.

```lean
import Mathlib

open Matrix

noncomputable section

namespace CompressedOperator

variable {𝕜 E ι κ : Type*} [RCLike 𝕜] [NormedAddCommGroup E] [InnerProductSpace 𝕜 E]
  [Fintype ι] [DecidableEq ι] [Fintype κ] [DecidableEq κ]

/-- The matrix `M i j = ⟨φ i, W φ j⟩` of the operator `W` between the orbitals. -/
def orbMatrix (W : E →ₗ[𝕜] E) (φ : ι → E) : Matrix ι ι 𝕜 :=
  Matrix.of fun i j => inner 𝕜 (φ i) (W (φ j))

/-- The separable operator `∑ (M⁻¹) i j W φ i ⟨W φ j, ·⟩`, for orbitals whose matrix `M`
is invertible. -/
def compressed (W : E →ₗ[𝕜] E) (φ : ι → E) : E →ₗ[𝕜] E where
  toFun x := ∑ i, (∑ j, (orbMatrix W φ)⁻¹ i j * inner 𝕜 (W (φ j)) x) • W (φ i)
  map_add' x y := by
    simp [inner_add_right, mul_add, Finset.sum_add_distrib, add_smul]
  map_smul' c x := by
    simp [inner_smul_right, Finset.smul_sum, smul_smul, Finset.mul_sum, mul_left_comm]

/-- `V` is a compression of `W` on the orbitals `φ`: it is symmetric, its range lies in the
span of the vectors `W φ i`, and it acts on each orbital exactly as `W` does. -/
def IsCompression (W : E →ₗ[𝕜] E) (φ : ι → E) (V : E →ₗ[𝕜] E) : Prop :=
  V.IsSymmetric ∧ LinearMap.range V ≤ Submodule.span 𝕜 (Set.range fun i => W (φ i)) ∧
    ∀ i, V (φ i) = W (φ i)

omit [DecidableEq ι] in
/-- Applying `M` to coefficients `c` gives the overlaps of the orbitals with
`∑ c j W φ j`. -/
theorem orbMatrix_mulVec (W : E →ₗ[𝕜] E) (φ : ι → E) (c : ι → 𝕜) (i : ι) :
    (orbMatrix W φ *ᵥ c) i = inner 𝕜 (φ i) (∑ j, c j • W (φ j)) := by
  simp [Matrix.mulVec, dotProduct, orbMatrix, inner_sum, inner_smul_right, mul_comm]

/-- For a symmetric operator `W` the separable operator is symmetric. -/
theorem compressed_isSymmetric {W : E →ₗ[𝕜] E} (hW : W.IsSymmetric) (φ : ι → E) :
    (compressed W φ).IsSymmetric := by
  -- `M` is Hermitian, and so is its inverse
  have hM : (orbMatrix W φ).IsHermitian := by
    ext i j
    exact (inner_conj_symm (W (φ i)) (φ j)).trans (hW _ _)
  have hinv : ∀ i j, starRingEnd 𝕜 ((orbMatrix W φ)⁻¹ i j) = (orbMatrix W φ)⁻¹ j i :=
    fun i j => hM.inv.apply j i
  intro x y
  change inner 𝕜 (∑ i, (∑ j, (orbMatrix W φ)⁻¹ i j * inner 𝕜 (W (φ j)) x) • W (φ i)) y =
    inner 𝕜 x (∑ i, (∑ j, (orbMatrix W φ)⁻¹ i j * inner 𝕜 (W (φ j)) y) • W (φ i))
  simp only [sum_inner, inner_sum, inner_smul_left, inner_smul_right, map_sum, map_mul,
    hinv, inner_conj_symm, Finset.sum_mul]
  rw [Finset.sum_comm]
  exact Finset.sum_congr rfl fun i _ => Finset.sum_congr rfl fun j _ => by ring

/-- For symmetric `W` and invertible `M`, the separable operator acts on each orbital
exactly as `W` does. -/
theorem compressed_orbital {W : E →ₗ[𝕜] E} (hW : W.IsSymmetric) {φ : ι → E}
    (hM : IsUnit (orbMatrix W φ).det) (k : ι) : compressed W φ (φ k) = W (φ k) := by
  have h : ∀ i, ∑ j, (orbMatrix W φ)⁻¹ i j * inner 𝕜 (W (φ j)) (φ k) =
      (1 : Matrix ι ι 𝕜) i k := by
    intro i
    rw [← Matrix.nonsing_inv_mul _ hM, Matrix.mul_apply]
    exact Finset.sum_congr rfl fun j _ =>
      congrArg (fun z => (orbMatrix W φ)⁻¹ i j * z) (hW (φ j) (φ k))
  change ∑ i, (∑ j, (orbMatrix W φ)⁻¹ i j * inner 𝕜 (W (φ j)) (φ k)) • W (φ i) = _
  simp only [h]
  simp [Matrix.one_apply]

/-- If `M` is invertible, two compressions of `W` on the same orbitals are equal. -/
theorem compression_unique {W V V' : E →ₗ[𝕜] E} {φ : ι → E}
    (hM : IsUnit (orbMatrix W φ).det) (hV : IsCompression W φ V)
    (hV' : IsCompression W φ V') : V = V' := by
  refine LinearMap.ext fun x => ?_
  obtain ⟨c, hc⟩ := (Submodule.mem_span_range_iff_exists_fun 𝕜).1
    (Submodule.sub_mem _ (hV.2.1 ⟨x, rfl⟩) (hV'.2.1 ⟨x, rfl⟩))
  -- the difference is orthogonal to every orbital, so its coefficients vanish
  have h0 : orbMatrix W φ *ᵥ c = 0 := by
    funext i
    rw [orbMatrix_mulVec, hc, inner_sub_right, ← hV.1 (φ i) x, ← hV'.1 (φ i) x,
      hV.2.2, hV'.2.2, sub_self, Pi.zero_apply]
  have hc0 : c = 0 := Matrix.eq_zero_of_mulVec_eq_zero hM.ne_zero h0
  rw [← sub_eq_zero, ← hc, hc0]
  simp

/-- For symmetric `W` and invertible `M`, the separable operator
`∑ (M⁻¹) i j W φ i ⟨W φ j, ·⟩` is the one and only compression of `W` on the orbitals. -/
theorem isCompression_iff {W : E →ₗ[𝕜] E} (hW : W.IsSymmetric) {φ : ι → E}
    (hM : IsUnit (orbMatrix W φ).det) (V : E →ₗ[𝕜] E) :
    IsCompression W φ V ↔ V = compressed W φ := by
  have h : IsCompression W φ (compressed W φ) := by
    refine ⟨compressed_isSymmetric hW φ, ?_, compressed_orbital hW hM⟩
    rintro _ ⟨x, rfl⟩
    exact (Submodule.mem_span_range_iff_exists_fun 𝕜).2 ⟨_, rfl⟩
  exact ⟨fun hV => compression_unique hM hV h, fun e => e ▸ h⟩

/-- Two sets of orbitals with the same span, each with an invertible matrix of the symmetric
operator `W`, give the same separable operator. -/
theorem compressed_eq_of_span_eq {W : E →ₗ[𝕜] E} (hW : W.IsSymmetric) {φ : ι → E}
    {ψ : κ → E} (hφ : IsUnit (orbMatrix W φ).det) (hψ : IsUnit (orbMatrix W ψ).det)
    (hs : Submodule.span 𝕜 (Set.range φ) = Submodule.span 𝕜 (Set.range ψ)) :
    compressed W φ = compressed W ψ := by
  obtain ⟨h1, h2, h3⟩ := (isCompression_iff hW hφ _).2 rfl
  refine (isCompression_iff hW hψ _).1 ⟨h1, h2.trans ?_, fun k => ?_⟩
  · rw [Submodule.span_le]
    rintro _ ⟨i, rfl⟩
    have hi : φ i ∈ Submodule.span 𝕜 (Set.range ψ) := hs ▸ Submodule.subset_span ⟨i, rfl⟩
    obtain ⟨c, hc⟩ := (Submodule.mem_span_range_iff_exists_fun 𝕜).1 hi
    exact (Submodule.mem_span_range_iff_exists_fun 𝕜).2 ⟨c, by simp [← hc]⟩
  · have hk : ψ k ∈ Submodule.span 𝕜 (Set.range φ) := hs ▸ Submodule.subset_span ⟨k, rfl⟩
    obtain ⟨c, hc⟩ := (Submodule.mem_span_range_iff_exists_fun 𝕜).1 hk
    simp [← hc, h3]

/-- If `W` is symmetric and negative semidefinite and `M` is invertible, the expectation value
of the separable operator lies between that of `W` and zero, in every state. -/
theorem compressed_bounds {W : E →ₗ[𝕜] E} (hW : W.IsSymmetric) {φ : ι → E}
    (hM : IsUnit (orbMatrix W φ).det) (hneg : ∀ x, RCLike.re (inner 𝕜 x (W x)) ≤ 0) (x : E) :
    RCLike.re (inner 𝕜 x (W x)) ≤ RCLike.re (inner 𝕜 x (compressed W φ x)) ∧
      RCLike.re (inner 𝕜 x (compressed W φ x)) ≤ 0 := by
  obtain ⟨hS, hR, hO⟩ := (isCompression_iff hW hM _).2 rfl
  obtain ⟨c, hc⟩ := (Submodule.mem_span_range_iff_exists_fun 𝕜).1 (hR ⟨x, rfl⟩)
  -- a vector `p` in the orbital span on which both operators give `V x`
  obtain ⟨p, hp⟩ : ∃ p, p = ∑ i, c i • φ i := ⟨_, rfl⟩
  have hWp : W p = compressed W φ x :=
    (by simp [hp] : W p = ∑ i, c i • W (φ i)).trans hc
  have hVp : compressed W φ p = compressed W φ x :=
    (by simp [hp, hO] : compressed W φ p = ∑ i, c i • W (φ i)).trans hc
  have h1 : inner 𝕜 x (compressed W φ x) = inner 𝕜 p (W p) := by
    rw [← hW p p, hWp, hS x p, hVp]
  have h3 : inner 𝕜 p (W x) = inner 𝕜 x (compressed W φ x) := by
    rw [← hW p x, hWp]
    exact hS x x
  have h2 : inner 𝕜 (x - p) (W (x - p)) =
      inner 𝕜 x (W x) - inner 𝕜 x (compressed W φ x) := by
    rw [map_sub, inner_sub_left, inner_sub_right, inner_sub_right, h3, ← h1, hWp]
    ring
  have h4 := hneg (x - p)
  rw [h2, map_sub] at h4
  exact ⟨by linarith, by rw [h1]; exact hneg p⟩

/-- For symmetric `W` and linearly independent vectors `W φ i`, a compression exists
exactly when `M` is invertible. -/
theorem exists_compression_iff {W : E →ₗ[𝕜] E} (hW : W.IsSymmetric) {φ : ι → E}
    (hli : LinearIndependent 𝕜 fun i => W (φ i)) :
    (∃ V, IsCompression W φ V) ↔ IsUnit (orbMatrix W φ).det := by
  refine ⟨?_, fun hM => ⟨_, (isCompression_iff hW hM _).2 rfl⟩⟩
  rintro ⟨V, hS, hR, hO⟩
  rw [isUnit_iff_ne_zero]
  intro hdet
  obtain ⟨c, hc0, hc⟩ := Matrix.exists_mulVec_eq_zero_iff.2 hdet
  obtain ⟨w, hw⟩ : ∃ w, w = ∑ j, c j • W (φ j) := ⟨_, rfl⟩
  have horth : ∀ i, inner 𝕜 w (φ i) = 0 := fun i => inner_eq_zero_symm.1 (by
    rw [hw, ← orbMatrix_mulVec, hc, Pi.zero_apply])
  obtain ⟨d, hd⟩ := (Submodule.mem_span_range_iff_exists_fun 𝕜).1 (hR ⟨w, rfl⟩)
  have hVp : V (∑ j, c j • φ j) = w := by simp [hw, hO]
  have hWp : W (∑ j, c j • φ j) = w := by simp [hw]
  have hWq : W (∑ j, d j • φ j) = V w := by simp [← hd]
  -- moving `V` and then `W` across the inner product shows that `w` has norm zero
  have hww : inner 𝕜 w w = 0 := by
    calc inner 𝕜 w w = inner 𝕜 (V (∑ j, c j • φ j)) w := by rw [hVp]
      _ = inner 𝕜 (∑ j, c j • φ j) (W (∑ j, d j • φ j)) := by rw [hS _ w, hWq]
      _ = inner 𝕜 w (∑ j, d j • φ j) := by rw [← hW _ (∑ j, d j • φ j), hWp]
      _ = 0 := by simp [inner_sum, inner_smul_right, horth]
  have hw0 : ∑ j, c j • W (φ j) = 0 := hw ▸ inner_self_eq_zero.1 hww
  exact hc0 (funext (Fintype.linearIndependent_iff.1 hli c hw0))

/-- The real matrix with rows `(-2, -1)` and `(-1, -2)` is a symmetric operator, and its
matrix `M` for the single orbital `(1, 0)` is invertible. -/
theorem compression_witness :
    (Matrix.toEuclideanLin !![(-2 : ℝ), -1; -1, -2]).IsSymmetric ∧
      IsUnit (orbMatrix (Matrix.toEuclideanLin !![(-2 : ℝ), -1; -1, -2])
        (fun _ : Fin 1 => !₂[(1 : ℝ), 0])).det := by
  constructor
  · refine isSymmetric_toEuclideanLin_iff.2 ?_
    ext i j
    fin_cases i <;> fin_cases j <;> simp
  · rw [Matrix.det_fin_one, isUnit_iff_ne_zero]
    change inner ℝ (!₂[(1 : ℝ), 0])
      (WithLp.toLp 2 (!![(-2 : ℝ), -1; -1, -2] *ᵥ ![(1 : ℝ), 0])) ≠ 0
    simp [PiLp.inner_apply, Fin.sum_univ_two]

end CompressedOperator
```

```lean
#print axioms CompressedOperator.compressed_orbital
#print axioms CompressedOperator.compressed_eq_of_span_eq
#print axioms CompressedOperator.compressed_bounds
#print axioms CompressedOperator.exists_compression_iff
```

```
'CompressedOperator.compressed_orbital' depends on axioms: [propext, Classical.choice, Quot.sound]
'CompressedOperator.compressed_eq_of_span_eq' depends on axioms: [propext, Classical.choice, Quot.sound]
'CompressedOperator.compressed_bounds' depends on axioms: [propext, Classical.choice, Quot.sound]
'CompressedOperator.exists_compression_iff' depends on axioms: [propext, Classical.choice, Quot.sound]
```

## Operators that are expensive to apply

Fock exchange and semilocal pseudopotentials are costly to apply to many trial vectors. A separable operator is applied by taking overlaps with stored vectors, here one per orbital, and forming a linear combination of them. With one orbital the formula is the Kleinman–Bylander form $W\varphi\langle W\varphi,\cdot\rangle/\langle\varphi,W\varphi\rangle$; with $W$ the exchange operator and $\varphi_i$ the occupied orbitals it is the adaptively compressed exchange operator.

In the file, `E` is the space, `𝕜` is $\mathbb R$ or $\mathbb C$, and `inner` is conjugate-linear in its first argument. The orbitals `φ` need not be normalised or orthogonal, and `E` may have infinite dimension. `orbMatrix` is $M$, `compressed` is the separable operator, and `IsCompression` collects the three requirements. In operator theory "compression" usually means $PWP$ with an orthogonal projector $P$. With $P$ the projector onto the span of the orbitals, this is in general a different operator from $V$, though the two agree when, for example, the orbitals are eigenvectors of $W$ and $M$ is invertible.

The hypothesis `IsUnit (orbMatrix W φ).det` says that $M$ is invertible. For one orbital this means $\langle\varphi,W\varphi\rangle\neq0$, which can fail for a pseudopotential that changes sign.

Here `W` is one fixed linear map defined on all of `E`. Real exchange depends on the occupied orbitals, so the theorems apply to each frozen $W$ and say nothing about convergence of the self-consistency cycle.

## The separable operator meets the three requirements

Symmetry of $W$ gives $\overline{M_{ij}}=\langle W\varphi_j,\varphi_i\rangle=M_{ji}$. Thus $M$ is Hermitian, and so is its inverse. Hence

$$\langle Vx,y\rangle=\sum_{ij}(M^{-1})_{ji}\langle x,W\varphi_j\rangle\langle W\varphi_i,y\rangle=\langle x,Vy\rangle,$$

where the last equality exchanges the names $i$ and $j$. This is `compressed_isSymmetric`, with `Finset.sum_comm` making the exchange.

On an orbital, $\langle W\varphi_j,\varphi_k\rangle=M_{jk}$, so

$$V\varphi_k=\sum_i\Big(\sum_j(M^{-1})_{ij}M_{jk}\Big)W\varphi_i=\sum_i\delta_{ik}W\varphi_i=W\varphi_k.$$

This is `compressed_orbital`, where `Matrix.nonsing_inv_mul` supplies $M^{-1}M=1$. The range condition is visible in the formula.

## No other operator does

Let $V$ and $V'$ be compressions and $x$ any vector. By the range condition, $Vx-V'x=\sum_j c_jW\varphi_j$ for some coefficients $c_j$. The lemma `orbMatrix_mulVec` identifies $(Mc)_i$ with the overlap of $\varphi_i$ and this sum, so

$$(Mc)_i=\langle\varphi_i,Vx-V'x\rangle=\langle V\varphi_i,x\rangle-\langle V'\varphi_i,x\rangle=\langle W\varphi_i,x\rangle-\langle W\varphi_i,x\rangle=0.$$

Invertibility gives $c=0$, hence $Vx=V'x$. This is `compression_unique`; `isCompression_iff` joins it to the preceding results: $V$ is a compression if and only if it equals `compressed W φ`.

It follows that only the span of the orbitals matters. Let $\psi_k$ have the same span and an invertible matrix of their own. Each $\psi_k$ is a combination of the $\varphi_i$, so the operator $V$ built from $\varphi$ satisfies $V\psi_k=W\psi_k$. Each $W\varphi_i$ is likewise a combination of the $W\psi_k$, so the range condition carries over. Thus $V$ is the compression on $\psi$ as well, which is `compressed_eq_of_span_eq`. A rotation among occupied orbitals leaves $V$ unchanged.

## Bounds for a negative semidefinite operator

Taken with the minus sign with which it enters the Fock operator, exchange satisfies $\langle x,Wx\rangle\le0$. For such $W$, `compressed_bounds` states

$$\langle x,Wx\rangle\le\langle x,Vx\rangle\le0$$

for every $x$, normalised or not; for $x\ne0$, division by $\langle x,x\rangle$ gives the expectation values. The real parts in Lean turn these real numbers into elements of $\mathbb R$.

Write $Vx=\sum_i c_iW\varphi_i$ and $p=\sum_i c_i\varphi_i$. Then $Wp=Vp=Vx$, and

$$\langle x,Vx\rangle=\langle x,Vp\rangle=\langle Vx,p\rangle=\langle Wp,p\rangle=\langle p,Wp\rangle\le0.$$

Also $\langle x,Wp\rangle=\langle x,Vx\rangle$ and $\langle p,Wx\rangle=\langle Wp,x\rangle=\langle x,Vx\rangle$. Expanding,

$$\langle x-p,W(x-p)\rangle=\langle x,Wx\rangle-\langle x,Vx\rangle.$$

The left side is at most zero, which is the lower bound. In the code `h1` and `h2` are these two identities.

## When the orbital matrix is singular

If the $W\varphi_i$ are linearly independent, `exists_compression_iff` says that a compression exists exactly when $M$ is invertible. One direction is the construction above. For the other, suppose $V$ is a compression and $Mc=0$ with $c\neq0$. Set $q=\sum_jc_j\varphi_j$ and $w=Wq=Vq$. Then $w$ is orthogonal to every $\varphi_i$. By the range condition $Vw=Wr$ for some $r=\sum_jd_j\varphi_j$, so

$$\langle w,w\rangle=\langle Vq,w\rangle=\langle q,Vw\rangle=\langle q,Wr\rangle=\langle Wq,r\rangle=\langle w,r\rangle=0.$$

Hence $\sum_jc_jW\varphi_j=w=0$, against linear independence. The `calc` block is this chain.

Finally, `compression_witness` gives a concrete case: $W=\begin{pmatrix}-2&-1\\-1&-2\end{pmatrix}$ and $\varphi=(1,0)$ satisfy the symmetry and invertibility hypotheses, with $M=-2$. The formula gives $V=\begin{pmatrix}-2&-1\\-1&-\tfrac12\end{pmatrix}$, which agrees with $W$ on $\varphi$ but not on $(0,1)$.

## Compressed exchange in a hybrid-functional calculation

With the current orbitals frozen, the program computes all vectors $W\varphi_i$ once and forms $M$. Since $-M$ is positive definite when $W\le0$ and $M$ is invertible, it has a Cholesky factorisation $-M=LL^\dagger$. The vectors $\xi_k=\sum_i(L^{-\dagger})_{ik}W\varphi_i$ then give

$$V=-\sum_k\xi_k\langle\xi_k,\cdot\rangle.$$

The iterative eigensolver applies this $V$ in place of $W$, at the cost of overlaps and linear combinations. The new orbitals define a new $W$, and the construction is repeated. Once the occupied orbitals no longer change, $V\varphi_i=W\varphi_i$ ensures that they solve the equations with the full exchange operator too.
